# An ultrasoft projector for a square-well s wave at threshold

Take a spherical well of radius 1 at the threshold depth, beyond which it first binds an s state, and consider the s wave at the energy of the rim. In Hartree units, with energies measured from the floor of the well, its radial function (r times the wavefunction) inside is $u(r)=\sin(\pi r/2)$, scaled to 1 at the edge, which it reaches with zero slope. Outside, $u$ stays constant, so this wave is not a normalisable bound state; every charge below is the charge inside the sphere. Suppose that $u$ is replaced inside the sphere by the cubic $\varphi(r)=(3r-r^3)/2$, which joins on at $r=1$ with the same value and slope. The cubic does not solve the Schrödinger equation of the well and carries slightly less charge. Which nonlocal terms make it an exact solution at the right energy, with the right charge?

## The charge deficit and the couplings

Write $\langle f,g\rangle=\int_0^1 f g\,dr$, and let $T=-\tfrac12\,d^2/dr^2$. Inside the sphere the local potential is zero, as in the well itself. For a reference energy $e$, the ultrasoft recipe with one projector defines

$$\chi=e\varphi+\tfrac12\varphi'',\quad B=\langle\varphi,\chi\rangle,\quad q=\langle u,u\rangle-\langle\varphi,\varphi\rangle,\quad D=B+eq,\quad \beta=\chi/B .$$

Here $\chi$ is the residual by which $\varphi$ fails to solve the free equation, and $q$ is the charge that the pseudo wave lacks. The claim is that

$$q=\tfrac1{70},\qquad B=\tfrac{17e}{35}-\tfrac35,\qquad D=\tfrac e2-\tfrac35,$$

and that for every $e\neq 21/17$

$$\bigl(T+D|\beta\rangle\langle\beta|\bigr)\varphi=e\bigl(1+q|\beta\rangle\langle\beta|\bigr)\varphi .$$

**Matching.** The slopes are $u'=\tfrac\pi2\cos(\pi r/2)$ and $\varphi'=(3-3r^2)/2$. At $r=1$ both functions equal 1 and both slopes vanish. A second derivative gives $-\tfrac12u''=\tfrac{\pi^2}8u$, so $u$ has energy $E=\pi^2/8$.

**Charge.** The sine squared averages to one half, so $\langle u,u\rangle=\tfrac12$. For the cubic,

$$\langle\varphi,\varphi\rangle=\tfrac14\int_0^1(9r^2-6r^4+r^6)\,dr=\tfrac14\left(3-\tfrac65+\tfrac17\right)=\tfrac{17}{35},$$

and therefore $q=\tfrac12-\tfrac{17}{35}=\tfrac1{70}$.

**Couplings.** Since $\varphi''=-3r$, the residual is $\chi=e\varphi-\tfrac32r$. With $\langle\varphi,r\rangle=\tfrac12(1-\tfrac15)=\tfrac25$ this gives $B=\tfrac{17}{35}e-\tfrac35$. Adding $e/70$ gives $D=\tfrac e2-\tfrac35$.

These values belong to a wave with charge $\tfrac12$ in the sphere. If $u$ and $\varphi$ are both multiplied by $\sqrt2$, so that $u$ has unit charge there, then $q$, $B$ and $D$ double: $q=1/35$, $B=34e/35-6/5$ and $D=e-6/5$.

**The generalized equation.** $B$ vanishes only at $e=21/17$. Elsewhere $\langle\beta,\varphi\rangle=B/B=1$, and moving everything to the left side leaves

$$T\varphi-e\varphi+(D-eq)\beta=-\chi+B\beta=0 .$$

**The physical energy.** At $e=E\approx1.2337$, just below $21/17\approx1.2353$, the couplings are $B\approx-0.0008$ and $D\approx0.0169$. The projector exists, and the augmentation term $Eq$ turns a negative coupling into a positive one. The generalized norm is $\langle\varphi,\varphi\rangle+q\langle\beta,\varphi\rangle^2=\langle\varphi,\varphi\rangle+q=\langle u,u\rangle$, so the missing charge is restored.

**Kinetic energies.** In the form $\tfrac12\int_0^1 f'^2\,dr$, the two waves have

$$\tfrac12\cdot\tfrac{\pi^2}4\cdot\tfrac12=\tfrac{\pi^2}{16},\qquad \tfrac98\left(1-\tfrac23+\tfrac15\right)=\tfrac35 .$$

Their difference is $E/2-3/5=D(E)$.

Plane-wave electronic-structure codes use this mechanism to allow smooth pseudo waves that do not conserve the norm; the example shows it for a single non-interacting s channel with one projector. It is not a usable pseudopotential, because its local potential is still the true one. At $e=E$, integration by parts with the matching conditions gives $\langle\beta,u\rangle=0$, so $u$ solves the generalized equation as well. The difference $\varphi-u$ vanishes at the edge together with its slope, and continued by zero it is a spurious state confined to the sphere at the same energy. Practical constructions replace the local potential inside the sphere by a smooth one, and this argument then no longer applies. The Lean file does not treat this point.

## Waves, couplings and operators in Lean

```lean
import Mathlib

open Real

namespace UltrasoftSquareWell

noncomputable section
```

Radial functions are maps from `ℝ` to `ℝ`, and `overlap` integrates their product over the sphere radius. There is no factor $r^2$, because $r$ is already contained in the radial function.

```lean
/-- The overlap integral of two real radial functions over the unit sphere radius. -/
def overlap (f g : ℝ → ℝ) : ℝ := ∫ r in (0 : ℝ)..1, f r * g r

/-- The kinetic energy of a radial function in `[0, 1]`, as half the integral of its squared slope. -/
def kinetic (f : ℝ → ℝ) : ℝ := (1 / 2) * ∫ r in (0 : ℝ)..1, (deriv f r) ^ 2
```

The two waves and the energy $E$ are given explicitly. The name `allElectron` is borrowed from pseudopotential theory; here it means the true wave $u$ of one particle in the well.

```lean
/-- The all-electron radial function `sin (π r / 2)`. -/
def allElectron (r : ℝ) : ℝ := sin (π * r / 2)

/-- The smooth pseudo radial function `(3 r - r ^ 3) / 2`. -/
def pseudo (r : ℝ) : ℝ := (3 * r - r ^ 3) / 2

/-- The energy `π ^ 2 / 8` in Hartree units. -/
def wellEnergy : ℝ := π ^ 2 / 8
```

The remaining quantities follow the recipe. In particular, `residual` contains the actual second derivative of `pseudo`, and none of the numbers $1/70$, $17/35$ or $3/5$ is put in by definition.

```lean
/-- The residual `χ = e φ + φ'' / 2` of the pseudo wave, for zero local potential. -/
def residual (e r : ℝ) : ℝ := e * pseudo r + deriv (deriv pseudo) r / 2

/-- The augmentation charge: all-electron minus pseudo charge in the sphere. -/
def augCharge : ℝ := overlap allElectron allElectron - overlap pseudo pseudo

/-- The coupling `B = ⟨φ, χ⟩` at reference energy `e`. -/
def couplingB (e : ℝ) : ℝ := overlap pseudo (residual e)

/-- The ultrasoft strength `D = B + e q`. -/
def strengthD (e : ℝ) : ℝ := couplingB e + e * augCharge

/-- The projector `β = χ / B`, for reference energies with `B ≠ 0`. -/
def projector (e r : ℝ) : ℝ := residual e r / couplingB e
```

The operators take the strength and the projector as arguments. The term $|\beta\rangle\langle\beta|f$ becomes the number `overlap β f` times `β r`.

```lean
/-- The Hamiltonian `-(1/2) d²/dr² + D |β⟩⟨β|` acting on a radial function. -/
def usHamiltonian (D : ℝ) (β f : ℝ → ℝ) (r : ℝ) : ℝ :=
  -(deriv (deriv f) r) / 2 + D * overlap β f * β r

/-- The overlap operator `1 + q |β⟩⟨β|` acting on a radial function. -/
def usOverlap (q : ℝ) (β f : ℝ → ℝ) (r : ℝ) : ℝ := f r + q * overlap β f * β r
```

## Slopes and two integral formulas

The first two lemmas build each derivative from the sum, power and chain rules, then bring it into the form used above.

```lean
/-- The slope of the pseudo wave is `(3 - 3 r ^ 2) / 2`. -/
lemma deriv_pseudo : deriv pseudo = fun r => (3 - 3 * r ^ 2) / 2 := by
  funext r
  have h := (((hasDerivAt_id' r).const_mul (3 : ℝ)).fun_sub (hasDerivAt_pow 3 r)).div_const 2
  have h' : HasDerivAt pseudo ((3 - 3 * r ^ 2) / 2) r :=
    h.congr_deriv (by push_cast; ring)
  exact h'.deriv

/-- The slope of the all-electron wave is `(π / 2) cos (π r / 2)`. -/
lemma deriv_allElectron : deriv allElectron = fun r => π / 2 * cos (π * r / 2) := by
  funext r
  have h := (((hasDerivAt_id' r).const_mul π).div_const 2).sin
  have h' : HasDerivAt allElectron (π / 2 * cos (π * r / 2)) r := h.congr_deriv (by ring)
  exact h'.deriv
```

All the integrals reduce to two families. For even polynomials up to degree six, the proof supplies the antiderivative and applies the fundamental theorem of calculus.

```lean
private lemma even_moments (k a b c : ℝ) :
    ∫ r in (0 : ℝ)..1, (k + a * r ^ 2 + b * r ^ 4 + c * r ^ 6) = k + a / 3 + b / 5 + c / 7 := by
  have hF : ∀ r : ℝ, HasDerivAt
      (fun x : ℝ => k * x + a / 3 * x ^ 3 + b / 5 * x ^ 5 + c / 7 * x ^ 7)
      (k + a * r ^ 2 + b * r ^ 4 + c * r ^ 6) r := fun r =>
    (((((hasDerivAt_id' r).const_mul k).fun_add
      ((hasDerivAt_pow 3 r).const_mul (a / 3))).fun_add
      ((hasDerivAt_pow 5 r).const_mul (b / 5))).fun_add
      ((hasDerivAt_pow 7 r).const_mul (c / 7))).congr_deriv (by push_cast; ring)
  refine (intervalIntegral.integral_eq_sub_of_hasDerivAt (fun r _ => hF r)
    (Continuous.intervalIntegrable (by fun_prop) _ _)).trans ?_
  norm_num
```

For $a\sin^2(\pi r/2)+b\cos^2(\pi r/2)$ the antiderivative is $\tfrac{a+b}2r+\tfrac{b-a}\pi\sin(\pi r/2)\cos(\pi r/2)$. The `linear_combination` step checks its derivative using $\sin^2+\cos^2=1$. The product of sine and cosine vanishes at both ends, which leaves $(a+b)/2$.

```lean
private lemma trig_moments (a b : ℝ) :
    ∫ r in (0 : ℝ)..1, (a * sin (π * r / 2) ^ 2 + b * cos (π * r / 2) ^ 2) = (a + b) / 2 := by
  have hF : ∀ r : ℝ, HasDerivAt
      (fun x : ℝ => (a + b) / 2 * x + (b - a) / π * (sin (π * x / 2) * cos (π * x / 2)))
      (a * sin (π * r / 2) ^ 2 + b * cos (π * r / 2) ^ 2) r := by
    intro r
    have hl := ((hasDerivAt_id' r).const_mul π).div_const 2
    have h := ((hasDerivAt_id' r).const_mul ((a + b) / 2)).fun_add
      ((hl.sin.fun_mul hl.cos).const_mul ((b - a) / π))
    have hp : π⁻¹ * π = 1 := inv_mul_cancel₀ pi_ne_zero
    refine h.congr_deriv ?_
    linear_combination ((b - a) / 2 * (cos (π * r / 2) ^ 2 - sin (π * r / 2) ^ 2)) * hp
      - (a + b) / 2 * sin_sq_add_cos_sq (π * r / 2)
  refine (intervalIntegral.integral_eq_sub_of_hasDerivAt (fun r _ => hF r)
    (Continuous.intervalIntegrable (by fun_prop) _ _)).trans ?_
  simp
```

## Matching, charge and coupling values

The theorem `matching` states equality of value and slope at the radius. The next one states that $u$ solves the free radial equation with energy $E$. The exterior of the well does not appear in the file, so the depth and the rim enter only through the choice of $u$.

```lean
/-- The all-electron and pseudo waves agree in value and slope at the radius 1. -/
theorem matching : allElectron 1 = pseudo 1 ∧ deriv allElectron 1 = deriv pseudo 1 := by
  rw [deriv_allElectron, deriv_pseudo]
  constructor <;> norm_num [allElectron, pseudo]

/-- The all-electron wave solves the free radial Schrödinger equation at energy `π ^ 2 / 8`. -/
theorem allElectron_schrodinger (r : ℝ) :
    -(deriv (deriv allElectron) r) / 2 = wellEnergy * allElectron r := by
  have h := (((hasDerivAt_id' r).const_mul π).div_const 2).cos.const_mul (π / 2)
  rw [deriv_allElectron, h.deriv]
  simp only [wellEnergy, allElectron]
  ring
```

For the charge, `trig_moments 1 0` supplies $\langle u,u\rangle$, and `even_moments` supplies $\langle\varphi,\varphi\rangle$ from the expanded square.

```lean
/-- The augmentation charge is `1 / 70`. -/
theorem augCharge_eq : augCharge = 1 / 70 := by
  have hu : overlap allElectron allElectron = (1 + 0) / 2 := by
    rw [← trig_moments 1 0]
    unfold overlap
    refine intervalIntegral.integral_congr fun r _ => ?_
    simp only [allElectron]
    ring
  have hφ : overlap pseudo pseudo = 0 + (9 / 4) / 3 + (-3 / 2) / 5 + (1 / 4) / 7 := by
    rw [← even_moments 0 (9 / 4) (-3 / 2) (1 / 4)]
    unfold overlap
    refine intervalIntegral.integral_congr fun r _ => ?_
    simp only [pseudo]
    ring
  rw [augCharge, hu, hφ]
  norm_num
```

In `couplings_eq`, the local fact `h2` is $\varphi''=-3r$. The product $\varphi\chi$ is then expanded in even powers of $r$ and integrated in one go, where the derivation above split off $\langle\varphi,r\rangle$. The value of $D$ follows from `augCharge_eq`.

```lean
/-- At reference energy `e` the couplings are `B = 17 e / 35 - 3 / 5` and `D = e / 2 - 3 / 5`. -/
theorem couplings_eq (e : ℝ) :
    couplingB e = 17 * e / 35 - 3 / 5 ∧ strengthD e = e / 2 - 3 / 5 := by
  have h2 : ∀ r : ℝ, deriv (deriv pseudo) r = -3 * r := by
    intro r
    have h := (((hasDerivAt_pow 2 r).const_mul (3 : ℝ)).const_sub 3).div_const 2
    rw [deriv_pseudo, h.deriv]
    push_cast
    ring
  have hB : couplingB e
      = 0 + (9 * e / 4 - 9 / 4) / 3 + (-3 * e / 2 + 3 / 4) / 5 + (e / 4) / 7 := by
    rw [← even_moments 0 (9 * e / 4 - 9 / 4) (-3 * e / 2 + 3 / 4) (e / 4)]
    unfold couplingB overlap
    refine intervalIntegral.integral_congr fun r _ => ?_
    simp only [residual, h2, pseudo]
    ring
  constructor
  · rw [hB]; ring
  · rw [strengthD, hB, augCharge_eq]; ring
```

The signs at $E$ come from the bounds $3.14<\pi<3.1416$. The upper bound gives $B<0$ and the lower one gives $D>0$.

```lean
/-- At the energy of the all-electron wave, `B` is negative and `D` is positive. -/
theorem coupling_signs : couplingB wellEnergy < 0 ∧ 0 < strengthD wellEnergy := by
  rw [(couplings_eq _).1, (couplings_eq _).2, wellEnergy]
  have h1 := pi_gt_d2
  have h2 := pi_lt_d4
  constructor <;> nlinarith
```

The kinetic identity evaluates both energies with the same two integral formulas. It is stated at $E$ only.

```lean
/-- At the energy of the all-electron wave, `D` is the all-electron minus the pseudo
kinetic energy in the sphere. -/
theorem strengthD_eq_kinetic_difference :
    strengthD wellEnergy = kinetic allElectron - kinetic pseudo := by
  have hu : kinetic allElectron = 1 / 2 * ((0 + π ^ 2 / 4) / 2) := by
    rw [← trig_moments 0 (π ^ 2 / 4), kinetic, deriv_allElectron]
    congr 1
    refine intervalIntegral.integral_congr fun r _ => ?_
    ring
  have hφ : kinetic pseudo = 1 / 2 * (9 / 4 + (-9 / 2) / 3 + (9 / 4) / 5 + 0 / 7) := by
    rw [← even_moments (9 / 4) (-9 / 2) (9 / 4) 0, kinetic, deriv_pseudo]
    congr 1
    refine intervalIntegral.integral_congr fun r _ => ?_
    ring
  rw [(couplings_eq _).2, hu, hφ, wellEnergy]
  ring
```

## The pseudo wave as an exact solution

The hypothesis `he` excludes the one reference energy at which $\varphi$ is orthogonal to its own residual, so that no multiple of $\chi$ has overlap 1 with $\varphi$. The `calc` block takes the constant $1/B$ out of the integral and obtains $\langle\beta,\varphi\rangle=1$. The last step, `linear_combination hp`, is the cancellation $-\chi+B\beta=0$.

```lean
/-- For `e ≠ 21 / 17` the projector is dual to the pseudo wave, and the pseudo wave solves the
generalized ultrasoft equation at energy `e`. -/
theorem ultrasoft_equation (e : ℝ) (he : e ≠ 21 / 17) :
    overlap (projector e) pseudo = 1 ∧
    ∀ r, usHamiltonian (strengthD e) (projector e) pseudo r
      = e * usOverlap augCharge (projector e) pseudo r := by
  have hB : couplingB e ≠ 0 := by
    rw [(couplings_eq e).1]
    intro h
    exact he (by linarith)
  have h1 : overlap (projector e) pseudo = 1 := by
    calc overlap (projector e) pseudo
        = ∫ r in (0 : ℝ)..1, (couplingB e)⁻¹ * (pseudo r * residual e r) := by
          unfold overlap
          refine intervalIntegral.integral_congr fun r _ => ?_
          simp only [projector]
          ring
      _ = (couplingB e)⁻¹ * couplingB e := intervalIntegral.integral_const_mul _ _
      _ = 1 := inv_mul_cancel₀ hB
  refine ⟨h1, fun r => ?_⟩
  -- the nonlocal terms combine to B β, which is the residual χ
  have hp : projector e r * couplingB e = residual e r := by
    simp only [projector]
    field_simp
  simp only [residual] at hp
  simp only [usHamiltonian, usOverlap, h1, strengthD]
  linear_combination hp
```

The equation is stated for every real `r`, but it has its physical meaning on $[0,1]$. Beyond the radius a real projector is zero and the pseudo wave coincides with the true one, whereas the Lean functions simply continue their formulas. For $e\neq E$ the cubic still solves the equation, although $u$ is then not a wave of that energy.

The final theorem sets $e=E$. The condition $E\neq21/17$ follows from `coupling_signs`, since equality would make $B$ zero. The norm identity then follows from $\langle\beta,\varphi\rangle=1$ and the definition of $q$. Both parts concern this one wave at this one energy; how well the projector describes scattering at neighbouring energies is a separate question.

```lean
/-- At energy `π ^ 2 / 8` the pseudo wave solves the generalized ultrasoft equation, and its
generalized norm equals the norm of the all-electron wave in the sphere. -/
theorem ultrasoft_reproduces_well :
    (∀ r, usHamiltonian (strengthD wellEnergy) (projector wellEnergy) pseudo r
      = wellEnergy * usOverlap augCharge (projector wellEnergy) pseudo r) ∧
    overlap pseudo pseudo + augCharge * overlap (projector wellEnergy) pseudo ^ 2
      = overlap allElectron allElectron := by
  have he : wellEnergy ≠ 21 / 17 := by
    intro h
    have hs := coupling_signs.1
    rw [(couplings_eq _).1, h] at hs
    norm_num at hs
  obtain ⟨h1, h2⟩ := ultrasoft_equation wellEnergy he
  refine ⟨h2, ?_⟩
  rw [h1, augCharge]
  ring

end

end UltrasoftSquareWell
```

```lean
#print axioms UltrasoftSquareWell.matching
#print axioms UltrasoftSquareWell.allElectron_schrodinger
#print axioms UltrasoftSquareWell.strengthD_eq_kinetic_difference
#print axioms UltrasoftSquareWell.ultrasoft_reproduces_well
```

```
'UltrasoftSquareWell.matching' depends on axioms: [propext, Classical.choice, Quot.sound]
'UltrasoftSquareWell.allElectron_schrodinger' depends on axioms: [propext, Classical.choice, Quot.sound]
'UltrasoftSquareWell.strengthD_eq_kinetic_difference' depends on axioms: [propext, Classical.choice, Quot.sound]
'UltrasoftSquareWell.ultrasoft_reproduces_well' depends on axioms: [propext, Classical.choice, Quot.sound]
```
